# Sound speed as the unattained infimum of energy over momentum in a Bogoliubov gas with contact repulsion

When a Bose condensate flows past an obstacle, the flow can decay if creating an excitation lowers the energy. For a uniform gas with contact repulsion, treated in Bogoliubov theory, whether a single excitation can lower the energy depends on the flow speed and on how small the ratio of excitation energy to momentum can become.

```lean
import Mathlib

open Filter Topology Set
open scoped InnerProductSpace

namespace BogoliubovSound

noncomputable section

/-- Kinetic energy `k² / (2m)` of a free boson of mass `m ≠ 0` and momentum `k` (with `ℏ = 1`). -/
def kineticEnergy (m k : ℝ) : ℝ := k ^ 2 / (2 * m)

/-- Bogoliubov excitation energy `√(e (e + 2g))`, where `e` is the kinetic energy and `g` the
mean-field interaction energy, for `m ≠ 0` and `e (e + 2g) ≥ 0`. -/
def excitationEnergy (m g k : ℝ) : ℝ :=
  √(kineticEnergy m k * (kineticEnergy m k + 2 * g))

/-- The sound speed `√(g / m)` of the condensate, for `m > 0` and `g ≥ 0`. -/
def soundSpeed (m g : ℝ) : ℝ := √(g / m)

/-- The matrix of the Bogoliubov equations for the amplitudes `(u, v)` at momentum `k`,
for `m ≠ 0`. -/
def bogoliubovMatrix (m g k : ℝ) : Matrix (Fin 2) (Fin 2) ℝ :=
  !![kineticEnergy m k + g, g; -g, -(kineticEnergy m k + g)]

/-- For `m, g > 0` the characteristic determinant of the Bogoliubov equations vanishes at the
real frequency `ω` exactly when `ω` is plus or minus the excitation energy. -/
theorem det_eq_zero_iff {m g : ℝ} (hm : 0 < m) (hg : 0 < g) (k ω : ℝ) :
    (bogoliubovMatrix m g k - ω • (1 : Matrix (Fin 2) (Fin 2) ℝ)).det = 0 ↔
      ω = excitationEnergy m g k ∨ ω = -excitationEnergy m g k := by
  have he : 0 ≤ kineticEnergy m k := by unfold kineticEnergy; positivity
  have hE : excitationEnergy m g k ^ 2 =
      kineticEnergy m k * (kineticEnergy m k + 2 * g) :=
    Real.sq_sqrt (by positivity)
  -- the determinant is the difference of two squares
  have hdet : (bogoliubovMatrix m g k - ω • (1 : Matrix (Fin 2) (Fin 2) ℝ)).det =
      ω ^ 2 - excitationEnergy m g k ^ 2 := by
    rw [hE, Matrix.det_fin_two]
    simp [bogoliubovMatrix]
    ring
  rw [hdet, sub_eq_zero, sq_eq_sq_iff_eq_or_eq_neg]

/-- At momentum `k > 0` the phase velocity `E(k) / k` is the root of `g / m + (k / (2m))²`. For
`m > 0` and `g ≥ 0` these terms are the squares of the sound speed and of half the particle
velocity. -/
theorem phaseVelocity_eq (m g : ℝ) {k : ℝ} (hk : 0 < k) :
    excitationEnergy m g k / k = √(g / m + (k / (2 * m)) ^ 2) := by
  have h : kineticEnergy m k * (kineticEnergy m k + 2 * g) =
      (g / m + (k / (2 * m)) ^ 2) * k ^ 2 := by
    unfold kineticEnergy
    ring
  rw [div_eq_iff hk.ne', excitationEnergy, h, Real.sqrt_mul' _ (sq_nonneg k),
    Real.sqrt_sq hk.le]

/-- For `m, g > 0` every excitation of momentum `k > 0` has a phase velocity strictly above the
sound speed. -/
theorem soundSpeed_lt_phaseVelocity {m g k : ℝ} (hm : 0 < m) (hg : 0 < g) (hk : 0 < k) :
    soundSpeed m g < excitationEnergy m g k / k := by
  rw [phaseVelocity_eq m g hk]
  have h : 0 < (k / (2 * m)) ^ 2 := by positivity
  exact Real.sqrt_lt_sqrt (by positivity) (by linarith)

/-- For `m, g > 0` the phase velocity approaches the sound speed from above as the momentum
decreases to zero. -/
theorem phaseVelocity_tendsto {m g : ℝ} (hm : 0 < m) (hg : 0 < g) :
    Tendsto (fun k => excitationEnergy m g k / k) (𝓝[>] 0) (𝓝[>] (soundSpeed m g)) := by
  rw [tendsto_nhdsWithin_iff]
  constructor
  · have hc : Continuous fun k : ℝ => √(g / m + (k / (2 * m)) ^ 2) := by fun_prop
    have h0 : Tendsto (fun k : ℝ => √(g / m + (k / (2 * m)) ^ 2)) (𝓝[>] 0)
        (𝓝 (soundSpeed m g)) := by
      have h := (hc.tendsto 0).mono_left (nhdsWithin_le_nhds (s := Ioi (0 : ℝ)))
      simpa [soundSpeed] using h
    refine h0.congr' ?_
    filter_upwards [self_mem_nhdsWithin] with k hk
    exact (phaseVelocity_eq m g hk).symm
  · filter_upwards [self_mem_nhdsWithin] with k hk
    exact soundSpeed_lt_phaseVelocity hm hg hk

/-- For `m, g > 0` the excitation energy exceeds the kinetic energy `e` by less than `g`, and
falls short of `e + g` by at most `g² / (e + g)`. -/
theorem energyShift_bounds {m g : ℝ} (hm : 0 < m) (hg : 0 < g) (k : ℝ) :
    g - g ^ 2 / (kineticEnergy m k + g) ≤ excitationEnergy m g k - kineticEnergy m k ∧
      excitationEnergy m g k - kineticEnergy m k < g := by
  have he : 0 ≤ kineticEnergy m k := by unfold kineticEnergy; positivity
  unfold excitationEnergy
  generalize kineticEnergy m k = e at he ⊢
  have hs : 0 < e + g := by linarith
  constructor
  · have hq0 : 0 ≤ g ^ 2 / (e + g) := by positivity
    have hqg : g ^ 2 / (e + g) ≤ g := by
      rw [div_le_iff₀ hs]
      nlinarith [mul_nonneg hg.le he]
    have hqs : g ^ 2 / (e + g) * (e + g) = g ^ 2 := div_mul_cancel₀ _ hs.ne'
    generalize g ^ 2 / (e + g) = q at hq0 hqg hqs ⊢
    have hq2 : q ^ 2 ≤ g ^ 2 := pow_le_pow_left₀ hq0 hqg 2
    -- compare squares, using e (e + 2g) = (e + g)² - g²
    have h : (e + g - q) ^ 2 ≤ e * (e + 2 * g) := by nlinarith [hqs, hq2]
    have h' := (le_abs_self _).trans (Real.abs_le_sqrt h)
    linarith
  · have h : √(e * (e + 2 * g)) < e + g := by
      rw [Real.sqrt_lt' hs]
      nlinarith [pow_pos hg 2]
    linarith

/-- For `m, g > 0` the infimum of `E(k) / k` over `k > 0` is the sound speed `√(g / m)`, it is
not attained, and `E(k)` minus the kinetic energy tends to `g` at large momentum. -/
theorem bogoliubov_spectrum {m g : ℝ} (hm : 0 < m) (hg : 0 < g) :
    IsGLB ((fun k => excitationEnergy m g k / k) '' Ioi 0) (soundSpeed m g) ∧
      soundSpeed m g ∉ (fun k => excitationEnergy m g k / k) '' Ioi 0 ∧
      Tendsto (fun k => excitationEnergy m g k - kineticEnergy m k) atTop (𝓝 g) := by
  refine ⟨⟨?_, ?_⟩, ?_, ?_⟩
  · rintro _ ⟨k, hk, rfl⟩
    exact (soundSpeed_lt_phaseVelocity hm hg hk).le
  · -- a lower bound survives the limit of small momentum
    intro b hb
    refine ge_of_tendsto ((phaseVelocity_tendsto hm hg).mono_right nhdsWithin_le_nhds) ?_
    filter_upwards [self_mem_nhdsWithin] with k hk
    exact hb ⟨k, hk, rfl⟩
  · rintro ⟨k, hk, h⟩
    exact (soundSpeed_lt_phaseVelocity hm hg hk).ne' h
  · -- squeeze the energy shift between its two bounds
    have he : Tendsto (fun k => kineticEnergy m k) atTop atTop :=
      (tendsto_pow_atTop two_ne_zero).atTop_div_const (by positivity)
    have hq := (tendsto_atTop_add_const_right _ g he).const_div_atTop (g ^ 2)
    have hl : Tendsto (fun k => g - g ^ 2 / (kineticEnergy m k + g)) atTop (𝓝 g) := by
      simpa using hq.const_sub g
    exact tendsto_of_tendsto_of_tendsto_of_le_of_le hl tendsto_const_nhds
      (fun k => (energyShift_bounds hm hg k).1) (fun k => (energyShift_bounds hm hg k).2.le)

/-- Landau criterion: for `m, g > 0`, in a condensate moving with velocity `V` every excitation of
momentum `p ≠ 0` has positive energy `E(‖p‖) + p · V` exactly when `‖V‖` is at most the sound
speed. -/
theorem landau_criterion {F : Type*} [NormedAddCommGroup F] [InnerProductSpace ℝ F]
    {m g : ℝ} (hm : 0 < m) (hg : 0 < g) (V : F) :
    (∀ p : F, p ≠ 0 → 0 < excitationEnergy m g ‖p‖ + ⟪p, V⟫_ℝ) ↔ ‖V‖ ≤ soundSpeed m g := by
  constructor
  · intro hpos
    by_contra hV
    have hlt : soundSpeed m g < ‖V‖ := not_le.mp hV
    have hV0 : 0 < ‖V‖ := (Real.sqrt_nonneg _).trans_lt hlt
    -- choose a slow enough excitation and send it against the flow
    have ht := (phaseVelocity_tendsto hm hg).mono_right nhdsWithin_le_nhds
    obtain ⟨k, hkV, hk⟩ := ((ht.eventually_lt_const hlt).and self_mem_nhdsWithin).exists
    have hk0 : 0 < k := hk
    have hn : ‖(-(k / ‖V‖)) • V‖ = k := by
      rw [norm_smul, norm_neg, Real.norm_of_nonneg (by positivity), div_mul_cancel₀ _ hV0.ne']
    have hp : (-(k / ‖V‖)) • V ≠ 0 := by
      rw [← norm_pos_iff, hn]
      exact hk0
    have hi : ⟪(-(k / ‖V‖)) • V, V⟫_ℝ = -(‖V‖ * k) := by
      rw [real_inner_smul_left, real_inner_self_eq_norm_sq]
      field_simp
    have h := hpos _ hp
    rw [hn, hi] at h
    have h' := (div_lt_iff₀ hk0).mp hkV
    linarith
  · intro hV p hp
    have hp0 : 0 < ‖p‖ := norm_pos_iff.mpr hp
    have h1 := (lt_div_iff₀ hp0).mp (soundSpeed_lt_phaseVelocity hm hg hp0)
    have h2 := (abs_le.mp (abs_real_inner_le_norm p V)).1
    have h3 := mul_le_mul_of_nonneg_left hV hp0.le
    linarith [mul_comm ‖p‖ (soundSpeed m g)]

end

end BogoliubovSound
```

```lean
#print axioms BogoliubovSound.det_eq_zero_iff
-- 'BogoliubovSound.det_eq_zero_iff' depends on axioms: [propext, Classical.choice, Quot.sound]
#print axioms BogoliubovSound.bogoliubov_spectrum
-- 'BogoliubovSound.bogoliubov_spectrum' depends on axioms: [propext, Classical.choice, Quot.sound]
#print axioms BogoliubovSound.landau_criterion
-- 'BogoliubovSound.landau_criterion' depends on axioms: [propext, Classical.choice, Quot.sound]
```

## The gas and its spectrum

With \(\hbar=1\), a boson of mass \(m>0\) and momentum \(k\) has kinetic energy \(e=k^2/(2m)\), which is `kineticEnergy`. The letter \(g>0\) stands for the mean-field interaction energy, which many textbooks write as \(gn\), coupling constant times density. Its positivity expresses repulsion.

Measured from the chemical potential, the Bogoliubov equations for the amplitudes \((u,v)\) at frequency \(\omega\) are

\[
(e+g)u+gv=\omega u,\qquad -gu-(e+g)v=\omega v .
\]

Their coefficients form `bogoliubovMatrix`. The characteristic determinant is

\[
\omega^2-(e+g)^2+g^2=\omega^2-e(e+2g),
\]

so it vanishes exactly at \(\omega=\pm E(k)\), with \(E(k)=\sqrt{e(e+2g)}\). This is `det_eq_zero_iff`, and \(E\) is `excitationEnergy`.

The matrix is the starting point in Lean. That a real dilute gas obeys these equations is the physical approximation, which neglects interactions between excitations.

## What is proved about the spectrum

Let \(c=\sqrt{g/m}\), called `soundSpeed`. The theorem `bogoliubov_spectrum` makes three statements for all \(m,g>0\):

- \(c\) is the greatest lower bound of \(E(k)/k\) over \(k>0\). `IsGLB` says that \(c\) is a lower bound and that no lower bound exceeds it; `Ioi 0` is the set of positive momenta.
- No \(k>0\) gives \(E(k)/k=c\).
- \(E(k)-e(k)\to g\) as \(k\to\infty\), so fast excitations have the free-particle energy raised by \(g\).

In a finite periodic box the smallest nonzero momentum is positive, so a simulation that reproduces this spectrum finds a minimum of \(E(k)/k\) above \(c\), which approaches \(c\) as the box grows at fixed \(m\) and \(g\).

## From phonons to shifted free particles

Inserting \(e=k^2/(2m)\) gives

\[
e(e+2g)=\frac{k^4}{4m^2}+\frac{gk^2}{m}
=k^2\left[\frac gm+\left(\frac{k}{2m}\right)^2\right].
\]

For \(k>0\), taking the root and dividing by \(k\) yields `phaseVelocity_eq`:

\[
\frac{E(k)}{k}=\sqrt{c^2+\left(\frac{k}{2m}\right)^2}.
\]

The second term is positive, so the ratio exceeds \(c\); this gives both the lower bound and its non-attainment. As \(k\to0^+\), continuity of the root makes the ratio tend to \(c\). If \(b\le E(k)/k\) for every \(k>0\), the limit gives \(b\le c\), so \(c\) is the greatest lower bound.

For large momentum, `energyShift_bounds` uses \(E^2=(e+g)^2-g^2\). Hence \(E<e+g\). For the other side put \(q=g^2/(e+g)\), so that \(0\le q\le g\) and

\[
(e+g-q)^2=(e+g)^2-2g^2+q^2\le(e+g)^2-g^2=E^2 .
\]

Therefore \(g-q\le E-e<g\). Since \(q\to0\) as \(k\to\infty\), the squeeze theorem gives the limit \(g\).

## The one-sided limit in Lean

The filter `𝓝[>] 0` describes momenta approaching zero through positive values only. `phaseVelocity_tendsto` sends it to `𝓝[>] (soundSpeed m g)`, which records both convergence and approach from above; `tendsto_nhdsWithin_iff` splits these into two goals. For the infimum, `ge_of_tendsto` carries the inequality \(b\le E(k)/k\) to the limit, and `self_mem_nhdsWithin` supplies \(k>0\).

## Flow at the critical speed

In a condensate moving with velocity \(V\), an excitation with momentum \(p\) in the fluid's rest frame costs \(E(\lVert p\rVert)+p\cdot V\). `landau_criterion` states that this is positive for every \(p\ne0\) exactly when \(\lVert V\rVert\le c\), in any real inner product space. The criterion concerns single excitations of a uniform flow; an obstacle that strongly disturbs the density can shed vortices at speeds below \(c\).

If \(\lVert V\rVert\le c\), then

\[
E(\lVert p\rVert)>c\lVert p\rVert\ge\lVert V\rVert\lVert p\rVert\ge-p\cdot V,
\]

by the strict bound and Cauchy–Schwarz. The strictness is what admits \(\lVert V\rVert=c\). If \(\lVert V\rVert>c\), the one-sided limit provides \(k>0\) with \(E(k)/k<\lVert V\rVert\). Taking \(p=-(k/\lVert V\rVert)V\), of length \(k\) and directed against the flow, gives the energy \(E(k)-k\lVert V\rVert<0\).

In the limit \(g\to0\) the spectrum becomes \(E=e\) and \(c\) goes to zero: an ideal Bose gas has excitations of negative energy at any nonzero flow speed.
